# Separable grid Hamiltonians with real symmetric factors have additive levels

If levels were not additive, solving each axis of a product grid separately could miss part of the spectrum. Any product of one-axis eigenvectors gives a level of the full matrix, but a grid function need not be a product, and a non-product state might have an energy that no sum reproduces. Part (g) shows this happening for real levels of non-symmetric matrices. Part (d) rules it out when $A$ is symmetric.

Let $A$ and $B$ be real square matrices acting on the grid functions of two finite axes, and let $1$ be the identity matrix. The Hamiltonian is $H=A\otimes 1+1\otimes B$, written `kronSum A B`. With $A$ and $B$ symmetric it describes, for example, two distinguishable non-interacting particles on a finite grid; a potential coupling the axes is not covered, nor is the discretisation error.

In Lean 4 with Mathlib:

```lean
import Mathlib

open Matrix Polynomial
open scoped Kronecker

namespace SeparableGridLevels

variable {m n l : Type*} [Fintype m] [DecidableEq m] [Fintype n] [DecidableEq n]
  [Fintype l] [DecidableEq l]

/-- The separable grid Hamiltonian `A ⊗ 1 + 1 ⊗ B` on the product of two grids. -/
def kronSum (A : Matrix m m ℝ) (B : Matrix n n ℝ) : Matrix (m × n) (m × n) ℝ :=
  A ⊗ₖ (1 : Matrix n n ℝ) + (1 : Matrix m m ℝ) ⊗ₖ B
```

A level is a real number $E$ with $M\psi=E\psi$ for some nonzero real $\psi$, which need not be normalised.

```lean
/-- `E` is a level of `M`: some nonzero real grid function `ψ` satisfies `M ψ = E ψ`. -/
def IsLevel {k : Type*} [Fintype k] (M : Matrix k k ℝ) (E : ℝ) : Prop :=
  ∃ ψ : k → ℝ, ψ ≠ 0 ∧ M *ᵥ ψ = E • ψ
```

## (a) Each factor acts along its own axis

**Task.** Compute $(H\psi)(x,y)$.

**Solution.** The entries of $H$ are $A_{xx'}\delta_{yy'}+\delta_{xx'}B_{yy'}$. Summing over $x',y'$, each delta removes one sum:
$$(H\psi)(x,y)=\sum_{x'}A_{xx'}\psi(x',y)+\sum_{y'}B_{yy'}\psi(x,y').$$
In the code, `h1` and `h2` are these two terms.

```lean
/-- The separable Hamiltonian acts on a grid function with `A` along the first axis and
with `B` along the second. -/
theorem kronSum_mulVec_apply (A : Matrix m m ℝ) (B : Matrix n n ℝ) (ψ : m × n → ℝ)
    (x : m) (y : n) :
    (kronSum A B *ᵥ ψ) (x, y) = ∑ x', A x x' * ψ (x', y) + ∑ y', B y y' * ψ (x, y') := by
  have h1 : ((A ⊗ₖ (1 : Matrix n n ℝ)) *ᵥ ψ) (x, y) = ∑ x', A x x' * ψ (x', y) := by
    simp [Matrix.mulVec, dotProduct, Fintype.sum_prod_type, Matrix.one_apply]
  have h2 : (((1 : Matrix m m ℝ) ⊗ₖ B) *ᵥ ψ) (x, y) = ∑ y', B y y' * ψ (x, y') := by
    simp [Matrix.mulVec, dotProduct, Fintype.sum_prod_type_right, Matrix.one_apply]
  rw [kronSum, Matrix.add_mulVec, Pi.add_apply, h1, h2]
```

## (b) Products of eigenvectors

**Task.** Given $Au=au$ and $Bv=bv$, show that $u(x)v(y)$ satisfies the eigenvalue equation of $H$ with value $a+b$.

**Solution.** By (a), the result is
$$(Au)(x)\,v(y)+u(x)\,(Bv)(y)=(a+b)\,u(x)v(y).$$
The steps `e1` and `e2` pull the constant factor out of each sum, and `linear_combination` inserts the two eigenvalue equations.

```lean
/-- The product of an eigenvector of `A` and an eigenvector of `B` satisfies the eigenvalue
equation of the separable Hamiltonian with the summed eigenvalue. -/
theorem kronSum_mulVec_product {A : Matrix m m ℝ} {B : Matrix n n ℝ} {u : m → ℝ} {v : n → ℝ}
    {a b : ℝ} (hu : A *ᵥ u = a • u) (hv : B *ᵥ v = b • v) :
    kronSum A B *ᵥ (fun p => u p.1 * v p.2) = (a + b) • (fun p : m × n => u p.1 * v p.2) := by
  ext ⟨x, y⟩
  have hx := congrFun hu x
  have hy := congrFun hv y
  rw [kronSum_mulVec_apply]
  simp only [Matrix.mulVec, dotProduct, Pi.smul_apply, smul_eq_mul] at hx hy ⊢
  have e1 : ∑ x', A x x' * (u x' * v y) = (∑ x', A x x' * u x') * v y := by
    rw [Finset.sum_mul]
    exact Finset.sum_congr rfl fun _ _ => by ring
  have e2 : ∑ y', B y y' * (u x * v y') = (∑ y', B y y' * v y') * u x := by
    rw [Finset.sum_mul]
    exact Finset.sum_congr rfl fun _ _ => by ring
  linear_combination e1 + e2 + v y * hx + u x * hy
```

## (c) Orthogonal modes of a symmetric matrix

**Task.** For symmetric $A$ with eigenvalues $a_i$, find $U$ with $UU^T=1$ and $AU=UD$, where $D=\mathrm{diag}(a_i)$.

**Solution.** The spectral theorem gives an orthonormal basis of real eigenvectors. Make them the columns of $U$. Orthonormality is $U^TU=1$, hence $UU^T=1$ for a square matrix, and column $i$ of $AU$ is $a_i$ times column $i$ of $U$. Over the reals, `IsHermitian` means symmetric; Mathlib supplies the basis.

```lean
/-- A real symmetric matrix is diagonalised by an orthogonal matrix of modes. -/
theorem exists_modes {A : Matrix m m ℝ} (hA : A.IsHermitian) :
    ∃ U : Matrix m m ℝ, U * Uᵀ = 1 ∧ A * U = U * diagonal hA.eigenvalues := by
  refine ⟨(hA.eigenvectorUnitary : Matrix m m ℝ), ?_, ?_⟩
  · have h := Matrix.mem_unitaryGroup_iff.mp hA.eigenvectorUnitary.2
    rwa [Matrix.star_eq_conjTranspose, Matrix.conjTranspose_eq_transpose_of_trivial] at h
  · ext i j
    have h := congrFun (hA.mulVec_eigenvectorBasis j) i
    rw [Matrix.mul_diagonal]
    simpa [Matrix.mul_apply, Matrix.mulVec, dotProduct,
      Matrix.IsHermitian.eigenvectorUnitary_apply, mul_comm] using h
```

## (d) Every level is a sum

**Task.** For symmetric $A$ and any real square $B$, show that $E$ is a level of $H$ exactly when $E=a+b$, with $a$ a level of $A$ and $b$ a level of $B$.

**Solution.** Let $H\psi=E\psi$ with $\psi\neq0$, and set $\Psi_{xy}=\psi(x,y)$. By (a),
$$A\Psi+\Psi B^T=E\Psi .$$
Transposing $AU=UD$ gives $U^TA=DU^T$. Multiplying by $U^T$ from the left, with $\Phi=U^T\Psi$,
$$D\Phi+\Phi B^T=E\Phi .$$
Row $i$ of $\Phi$, read as a vector $\varphi_i$, obeys $B\varphi_i=(E-a_i)\varphi_i$. Since $\Psi=U\Phi\neq0$, some $\varphi_i$ is nonzero, so $E-a_i$ is a level of $B$. Column $i$ of $U$ is nonzero and shows that $a_i$ is a level of $A$.

Conversely, take the product from (b). It is nonzero at $(x,y)$ when $u(x)\neq0$ and $v(y)\neq0$.

The equations for $\Psi$ and $\Phi$ are `hS` and `hM`; `hne` finds the nonzero row.

```lean
/-- Additivity of levels: for `A` real symmetric and `B` any real square matrix, the levels of
`A ⊗ 1 + 1 ⊗ B` are exactly the sums of a level of `A` and a level of `B`. -/
theorem isLevel_kronSum_iff {A : Matrix m m ℝ} (hA : A.IsHermitian) (B : Matrix n n ℝ) (E : ℝ) :
    IsLevel (kronSum A B) E ↔ ∃ a b, IsLevel A a ∧ IsLevel B b ∧ E = a + b := by
  constructor
  · rintro ⟨ψ, hψ, h⟩
    obtain ⟨U, hU, hAU⟩ := exists_modes hA
    -- the grid function as a matrix turns the eigenvalue equation into a Sylvester equation
    obtain ⟨Ψ, hΨ⟩ : ∃ Ψ : Matrix m n ℝ, ∀ x y, Ψ x y = ψ (x, y) :=
      ⟨fun x y => ψ (x, y), fun _ _ => rfl⟩
    have hS : A * Ψ + Ψ * Bᵀ = E • Ψ := by
      ext x y
      have h' := congrFun h (x, y)
      rw [kronSum_mulVec_apply] at h'
      simpa [Matrix.mul_apply, hΨ, mul_comm] using h'
    have hAT : Aᵀ = A := (Matrix.conjTranspose_eq_transpose_of_trivial A).symm.trans hA.eq
    have hUA : Uᵀ * A = diagonal hA.eigenvalues * Uᵀ := by
      have h' := congrArg Matrix.transpose hAU
      rwa [Matrix.transpose_mul, Matrix.transpose_mul, Matrix.diagonal_transpose, hAT] at h'
    -- expand in the modes of `A`
    obtain ⟨Φ, hΦ⟩ : ∃ Φ : Matrix m n ℝ, Φ = Uᵀ * Ψ := ⟨_, rfl⟩
    have hM : diagonal hA.eigenvalues * Φ + Φ * Bᵀ = E • Φ := by
      have h' : Uᵀ * (A * Ψ + Ψ * Bᵀ) = diagonal hA.eigenvalues * Φ + Φ * Bᵀ := by
        rw [hΦ, Matrix.mul_add, ← Matrix.mul_assoc Uᵀ A Ψ, hUA]
        simp only [Matrix.mul_assoc]
      rw [← h', hS, Matrix.mul_smul, hΦ]
    -- some mode has a nonzero amplitude
    have hne : ∃ i, Φ i ≠ 0 := by
      by_contra hcon
      have hz : ∀ i, Φ i = 0 := fun i => by
        by_contra hi
        exact hcon ⟨i, hi⟩
      have h0 : Φ = 0 := by
        ext i y
        exact congrFun (hz i) y
      have h1 : Ψ = 0 := by
        calc Ψ = U * (Uᵀ * Ψ) := by rw [← Matrix.mul_assoc, hU, Matrix.one_mul]
          _ = 0 := by rw [← hΦ, h0, Matrix.mul_zero]
      apply hψ
      ext ⟨x, y⟩
      rw [← hΨ, h1]
      rfl
    obtain ⟨i, hi⟩ := hne
    refine ⟨hA.eigenvalues i, E - hA.eigenvalues i, ⟨fun x => U x i, fun h0 => ?_, ?_⟩,
      ⟨Φ i, hi, ?_⟩, by ring⟩
    · have hU' : Uᵀ * U = 1 := mul_eq_one_comm.mp hU
      have h1 := congrFun (congrFun hU' i) i
      have h2 : ∀ x, U x i = 0 := fun x => congrFun h0 x
      simp [Matrix.mul_apply, h2] at h1
    · ext x
      have h1 := congrFun (congrFun hAU x) i
      rw [Matrix.mul_diagonal] at h1
      simpa [Matrix.mul_apply, Matrix.mulVec, dotProduct, mul_comm] using h1
    · ext y
      have h1 := congrFun (congrFun hM i) y
      rw [Matrix.add_apply, Matrix.diagonal_mul, Matrix.smul_apply, Matrix.mul_apply,
        smul_eq_mul] at h1
      have e : (B *ᵥ Φ i) y = ∑ y', Φ i y' * Bᵀ y' y := by
        simp [Matrix.mulVec, dotProduct, mul_comm]
      rw [e, Pi.smul_apply, smul_eq_mul]
      linear_combination h1
  · rintro ⟨a, b, ⟨u, hu, hau⟩, ⟨v, hv, hbv⟩, rfl⟩
    refine ⟨fun p => u p.1 * v p.2, fun h0 => ?_, kronSum_mulVec_product hau hbv⟩
    obtain ⟨x, hx⟩ := Function.ne_iff.mp hu
    obtain ⟨y, hy⟩ := Function.ne_iff.mp hv
    exact mul_ne_zero hx hy (congrFun h0 (x, y))
```

## (e) Three axes

**Task.** Add a third axis with any real square matrix $C$. For $A$ and $B$ symmetric, show that the levels of $A\otimes1\otimes1+1\otimes B\otimes1+1\otimes1\otimes C$ are exactly the sums $a+b+c$ of one level per axis.

**Solution.** By (d), $E=a+d$ with $d$ a level of $B\otimes1+1\otimes C$. By (d) again, $d=b+c$. Both steps reverse.

```lean
/-- On a three-axis grid with `A` and `B` symmetric, the levels of the separable Hamiltonian
are exactly the sums of one level per axis. -/
theorem isLevel_three_axes_iff {A : Matrix m m ℝ} {B : Matrix n n ℝ} (hA : A.IsHermitian)
    (hB : B.IsHermitian) (C : Matrix l l ℝ) (E : ℝ) :
    IsLevel (kronSum A (kronSum B C)) E ↔
      ∃ a b c, IsLevel A a ∧ IsLevel B b ∧ IsLevel C c ∧ E = a + b + c := by
  rw [isLevel_kronSum_iff hA]
  constructor
  · rintro ⟨a, d, ha, hd, rfl⟩
    obtain ⟨b, c, hb, hc, rfl⟩ := (isLevel_kronSum_iff hB C d).mp hd
    exact ⟨a, b, c, ha, hb, hc, by ring⟩
  · rintro ⟨a, b, c, ha, hb, hc, rfl⟩
    exact ⟨a, b + c, ha, (isLevel_kronSum_iff hB C _).mpr ⟨b, c, hb, hc, rfl⟩, by ring⟩
```

## (f) Degeneracies

**Task.** For $A$ and $B$ symmetric, with eigenvalues $a_i$ and $b_j$, find the characteristic polynomial of $H$.

**Solution.** Let $V$ hold the modes of $B$. Then
$$H(U\otimes V)=AU\otimes V+U\otimes BV=(U\otimes V)\,\mathrm{diag}(a_i+b_j).$$
As $U\otimes V$ has inverse $U^T\otimes V^T$, $H$ is similar to the diagonal matrix, and its characteristic polynomial is $\prod_{i,j}(X-a_i-b_j)$. Multiplicities are therefore counted. `hH` is the displayed equation, and `charpoly_mul_comm` gives the invariance under similarity. In this theorem `C` turns a number into a constant polynomial; it is not the matrix $C$ of (e).

```lean
/-- For `A` and `B` symmetric, the characteristic polynomial of the separable Hamiltonian has
the roots `aᵢ + bⱼ`, one for each pair of eigenvalues counted with multiplicity. -/
theorem charpoly_kronSum {A : Matrix m m ℝ} {B : Matrix n n ℝ} (hA : A.IsHermitian)
    (hB : B.IsHermitian) :
    (kronSum A B).charpoly = ∏ i, ∏ j, (X - C (hA.eigenvalues i + hB.eigenvalues j)) := by
  obtain ⟨U, hU, hAU⟩ := exists_modes hA
  obtain ⟨V, hV, hBV⟩ := exists_modes hB
  let d : m × n → ℝ := fun p => hA.eigenvalues p.1 + hB.eigenvalues p.2
  have hW : (U ⊗ₖ V) * (Uᵀ ⊗ₖ Vᵀ) = 1 := by
    rw [← Matrix.mul_kronecker_mul, hU, hV, Matrix.one_kronecker_one]
  -- products of modes diagonalise the Kronecker sum
  have hH : kronSum A B * (U ⊗ₖ V) = (U ⊗ₖ V) * diagonal d := by
    rw [kronSum, Matrix.add_mul, ← Matrix.mul_kronecker_mul, ← Matrix.mul_kronecker_mul,
      hAU, hBV, Matrix.one_mul, Matrix.one_mul]
    ext ⟨i, j⟩ ⟨k, q⟩
    simp only [Matrix.add_apply, Matrix.kroneckerMap_apply, Matrix.mul_diagonal, d]
    ring
  have hD : (diagonal d).charmatrix = diagonal (fun p => X - C (d p)) := by
    refine Matrix.ext fun p q => ?_
    by_cases h : p = q
    · subst h
      simp
    · simp [h]
  calc (kronSum A B).charpoly
      = (((U ⊗ₖ V) * diagonal d) * (Uᵀ ⊗ₖ Vᵀ)).charpoly := by
        rw [← hH, Matrix.mul_assoc, hW, Matrix.mul_one]
    _ = ((Uᵀ ⊗ₖ Vᵀ) * ((U ⊗ₖ V) * diagonal d)).charpoly := Matrix.charpoly_mul_comm _ _
    _ = (diagonal d).charpoly := by
        rw [← Matrix.mul_assoc, mul_eq_one_comm.mp hW, Matrix.one_mul]
    _ = ∏ i, ∏ j, (X - C (hA.eigenvalues i + hB.eigenvalues j)) := by
        rw [Matrix.charpoly, hD, Matrix.det_diagonal, Fintype.prod_prod_type]
```

## (g) A failure without symmetry

**Task.** Test additivity on $J=\begin{pmatrix}0&1\\-1&0\end{pmatrix}$.

```lean
/-- The generator of rotations in the plane, a real matrix that is not symmetric. -/
def rotor : Matrix (Fin 2) (Fin 2) ℝ := !![0, 1; -1, 0]
```

**Solution.** If $Jv=av$, then $v_1=av_0$ and $-v_0=av_1$, so $(1+a^2)v_0=0$. For real $a$ this forces $v=0$, so $J$ has no level. Yet $\Psi=1$ gives $J\Psi+\Psi J^T=J+J^T=0$, so $J\otimes1+1\otimes J$ has the level $0$. Since $J$ is not Hermitian, this is a mathematical counter-example and not the Hamiltonian of an isolated quantum system. The missing summands are the complex eigenvalues $\pm i$, which `IsLevel` excludes.

```lean
/-- Without symmetry additivity of real levels can fail: the rotation generator has no real level,
yet its Kronecker sum with itself has the level zero. -/
theorem rotor_not_additive :
    (∀ a, ¬ IsLevel rotor a) ∧ IsLevel (kronSum rotor rotor) 0 := by
  constructor
  · rintro a ⟨v, hv, h⟩
    have h0 := congrFun h 0
    have h1 := congrFun h 1
    simp [rotor, Matrix.mulVec, dotProduct, Fin.sum_univ_two] at h0 h1
    have h2 : v 0 * (1 + a ^ 2) = 0 := by linear_combination -h1 - a * h0
    have h3 : v 0 = 0 := (mul_eq_zero.mp h2).resolve_right (by positivity)
    have h4 : v 1 = 0 := by rw [h0, h3, mul_zero]
    apply hv
    ext i
    fin_cases i
    · exact h3
    · exact h4
  · refine ⟨fun p => if p.1 = p.2 then 1 else 0, fun h => ?_, ?_⟩
    · have h0 := congrFun h (0, 0)
      simp at h0
    · ext ⟨x, y⟩
      rw [kronSum_mulVec_apply]
      fin_cases x <;> fin_cases y <;> simp [rotor]

end SeparableGridLevels
```

```lean
#print axioms SeparableGridLevels.isLevel_three_axes_iff
#print axioms SeparableGridLevels.charpoly_kronSum
#print axioms SeparableGridLevels.rotor_not_additive
```

```
'SeparableGridLevels.isLevel_three_axes_iff' depends on axioms: [propext, Classical.choice, Quot.sound]
'SeparableGridLevels.charpoly_kronSum' depends on axioms: [propext, Classical.choice, Quot.sound]
'SeparableGridLevels.rotor_not_additive' depends on axioms: [propext, Classical.choice, Quot.sound]
```
